# Line and residue jumps cancel at x = 0 for a plasmon-pole interaction

An electron added to or removed from an electron gas can excite a plasmon. In a GW calculation by contour deformation, the resulting self-energy is split into an integral along the imaginary frequency axis and residues from poles of the Green's function. When the frequency crosses an orbital energy, a residue switches on or off abruptly. Does the self-energy jump too?

Take one occupied orbital. Let $x\neq0$ be the frequency minus the orbital energy, $W>0$ the plasmon energy (not the screened interaction that the W in GW stands for), and $V(\omega)=2W/(W^2-\omega^2)$ the plasmon-pole part of the screened interaction, without the bare Coulomb term and with sign and coupling strength factored out. The line and residue parts are

$$L(x)=\frac1{2\pi}\int_{-\infty}^{\infty}\frac{V(iy)}{x+iy}\,dy=\frac{\operatorname{sign}x}{|x|+W},\qquad
R(x)=\begin{cases}V(x),&x<0\\0,&x>0.\end{cases}$$

For $x\neq-W$ they add up to

$$L(x)+R(x)=\frac1{W+x}.$$

Each part jumps at $x=0$; the sum does not.

## A sharp switch beside a narrow peak

This cancellation can be lost numerically when a contour-deformation calculation scans the frequency through an orbital energy. Suppose that the residue is switched exactly, while the line integral is computed by plain quadrature on a fixed grid with no point at $y=0$. For small $|x|$ the integrand has a peak of width about $|x|$ at $y=0$. Once the grid cannot resolve the peak, the computed $L$ varies smoothly through $x=0$ instead of jumping, and the step in $R$ is left in the sum. For this undamped, single-pole model, the closed forms provide a test of both parts separately.

## Two Lorentzians and a partial fraction

For widths $a,b>0$ with $a\neq b$,

$$\frac1{(y^2+a^2)(y^2+b^2)}=\frac1{b^2-a^2}\left[\frac1{y^2+a^2}-\frac1{y^2+b^2}\right].$$

Since $\int dy/(y^2+a^2)=\pi/a$, the integral is

$$\frac{\pi}{b^2-a^2}\left(\frac1a-\frac1b\right)=\frac{\pi}{ab(a+b)}.$$

For $a=b$, substituting $y=a\tan\theta$ gives $a^{-3}\int_{-\pi/2}^{\pi/2}\cos^2\theta\,d\theta=\pi/(2a^3)$, which is the same formula.

On the imaginary axis $V(iy)=2W/(y^2+W^2)$. Since $|x+iy|\ge|x|$, the line integrand is bounded by a Lorentzian and converges absolutely. Write $1/(x+iy)=(x-iy)/(x^2+y^2)$. The imaginary part is odd in $y$ and integrates to zero, so

$$L(x)=\frac{2Wx}{2\pi}\,\frac{\pi}{|x|W(|x|+W)}=\frac{\operatorname{sign}x}{|x|+W}.$$

For $x>0$ this is already $1/(W+x)$. For $x<0$, $x\neq-W$,

$$L+R=-\frac1{W-x}+\frac{2W}{(W-x)(W+x)}=\frac{W-x}{(W-x)(W+x)}=\frac1{W+x}.$$

As $x$ rises through zero, $L$ jumps from $-1/W$ to $1/W$ and $R$ from $2/W$ to $0$. The sum tends to $1/W$ from both sides.

For finitely many poles with energies $W_j>0$ and complex weights $g_j$, linearity gives $\sum_j g_j/(W_j+x)$, provided $x\neq0$ and $x\neq-W_j$ for every $j$.

## Values for W = 2

At $x=-1$, $L=-1/3$ and $R=4/3$, with sum $1=1/(2-1)$. At $x=1$, $L=1/3$ and $R=0$, with sum $1/3=1/(2+1)$. At zero the limits from below are $-1/2$ and $1$, and those from above are $1/2$ and $0$; both pairs add to $1/2$.

## The Lean file

```lean
import Mathlib

open MeasureTheory Filter
open Complex (I)
open scoped Real Topology

namespace PlasmonPoleContour

noncomputable section

/-- The plasmon-pole interaction `2W / (W² - ω²)` at complex frequency `ω`, for `ω ≠ ±W`. -/
def plasmonPole (W : ℝ) (ω : ℂ) : ℂ := 2 * W / ((W : ℂ) ^ 2 - ω ^ 2)

/-- The propagator `1 / (x + iy)` times the interaction `V` at the imaginary frequency `iy`,
for `x + iy ≠ 0`. -/
def lineIntegrand (V : ℂ → ℂ) (x y : ℝ) : ℂ := 1 / ((x : ℂ) + y * I) * V (y * I)

/-- The line part: the integral along the imaginary frequency axis, divided by `2π`. -/
def linePart (V : ℂ → ℂ) (x : ℝ) : ℂ := 1 / (2 * π) * ∫ y : ℝ, lineIntegrand V x y

/-- The residue part: the interaction at the real frequency `x` if `x < 0`, and zero otherwise. -/
def residuePart (V : ℂ → ℂ) (x : ℝ) : ℂ := if x < 0 then V x else 0

/-- A Lorentzian of width `a > 0` written in the scaled frequency `y / a`. -/
theorem lorentzian_scaling {a : ℝ} (ha : 0 < a) (y : ℝ) :
    1 / (1 + (y / a) ^ 2) = a ^ 2 / (y ^ 2 + a ^ 2) := by
  have h : y / a * a = y := div_mul_cancel₀ y ha.ne'
  have h1 : 1 + (y / a) ^ 2 ≠ 0 := by positivity
  have h2 : y ^ 2 + a ^ 2 ≠ 0 := by positivity
  rw [div_eq_div_iff h1 h2]
  linear_combination (-(y / a * a + y)) * h

/-- A Lorentzian of width `a > 0` is integrable over all frequencies. -/
theorem integrable_lorentzian {a : ℝ} (ha : 0 < a) :
    Integrable (fun y : ℝ => (y ^ 2 + a ^ 2)⁻¹) := by
  refine ((integrable_inv_one_add_sq.comp_div ha.ne').const_mul (a ^ 2)⁻¹).congr
    (Eventually.of_forall fun y => ?_)
  show (a ^ 2)⁻¹ * (1 + (y / a) ^ 2)⁻¹ = (y ^ 2 + a ^ 2)⁻¹
  rw [← one_div (1 + (y / a) ^ 2), lorentzian_scaling ha]
  have h2 : y ^ 2 + a ^ 2 ≠ 0 := by positivity
  field_simp

/-- The product of two Lorentzians of widths `a, b > 0` integrates to `π / (a b (a + b))`. -/
theorem integral_lorentzian_mul {a b : ℝ} (ha : 0 < a) (hb : 0 < b) :
    ∫ y : ℝ, ((y ^ 2 + a ^ 2) * (y ^ 2 + b ^ 2))⁻¹ = π / (a * b * (a + b)) := by
  have hint : Integrable (fun y : ℝ => ((y ^ 2 + a ^ 2) * (y ^ 2 + b ^ 2))⁻¹) := by
    have hc : Continuous (fun y : ℝ => ((y ^ 2 + a ^ 2) * (y ^ 2 + b ^ 2))⁻¹) :=
      Continuous.inv₀ (by fun_prop) (fun y => by positivity)
    refine ((integrable_lorentzian ha).const_mul (b ^ 2)⁻¹).mono' hc.aestronglyMeasurable
      (Eventually.of_forall fun y => ?_)
    show ‖((y ^ 2 + a ^ 2) * (y ^ 2 + b ^ 2))⁻¹‖ ≤ (b ^ 2)⁻¹ * (y ^ 2 + a ^ 2)⁻¹
    rw [Real.norm_of_nonneg (by positivity), ← mul_inv]
    apply inv_anti₀ (by positivity)
    nlinarith [mul_nonneg (sq_nonneg y) (add_nonneg (sq_nonneg y) (sq_nonneg a))]
  -- the arctangent is the antiderivative of a Lorentzian
  have hd : ∀ c : ℝ, 0 < c → ∀ y : ℝ,
      HasDerivAt (fun y : ℝ => Real.arctan (y / c)) (c / (y ^ 2 + c ^ 2)) y := by
    intro c hc y
    refine ((hasDerivAt_id' y).div_const c).arctan.congr_deriv ?_
    have h2 : y ^ 2 + c ^ 2 ≠ 0 := by positivity
    rw [lorentzian_scaling hc]
    field_simp
  have ht : ∀ c : ℝ, 0 < c →
      Tendsto (fun y : ℝ => Real.arctan (y / c)) atTop (𝓝 (π / 2)) := fun c hc =>
    (Real.tendsto_arctan_atTop.mono_right nhdsWithin_le_nhds).comp
      (tendsto_id.atTop_div_const hc)
  have hbt : ∀ c : ℝ, 0 < c →
      Tendsto (fun y : ℝ => Real.arctan (y / c)) atBot (𝓝 (-(π / 2))) := fun c hc =>
    (Real.tendsto_arctan_atBot.mono_right nhdsWithin_le_nhds).comp
      (tendsto_id.atBot_div_const hc)
  rcases eq_or_ne a b with h | hab
  · -- equal widths: with θ = arctan (y / a) the antiderivative is (θ + sin θ cos θ) / (2 a³)
    subst h
    have hF : ∀ y : ℝ, HasDerivAt (fun y : ℝ => (Real.arctan (y / a) +
        Real.sin (Real.arctan (y / a)) * Real.cos (Real.arctan (y / a))) / (2 * a ^ 3))
        ((y ^ 2 + a ^ 2) * (y ^ 2 + a ^ 2))⁻¹ y := by
      intro y
      have h := hd a ha y
      refine ((h.fun_add (h.sin.fun_mul h.cos)).div_const (2 * a ^ 3)).congr_deriv ?_
      have hs : y ^ 2 + a ^ 2 ≠ 0 := by positivity
      have hc := Real.cos_sq_arctan (y / a)
      rw [lorentzian_scaling ha] at hc
      trans a / (y ^ 2 + a ^ 2) * (2 * Real.cos (Real.arctan (y / a)) ^ 2) / (2 * a ^ 3)
      · linear_combination (-(a / (y ^ 2 + a ^ 2)) / (2 * a ^ 3)) *
          Real.sin_sq_add_cos_sq (Real.arctan (y / a))
      · rw [hc]
        field_simp
    have hg : Continuous (fun t : ℝ => (t + Real.sin t * Real.cos t) / (2 * a ^ 3)) := by
      fun_prop
    refine (integral_of_hasDerivAt_of_tendsto hF hint
      ((hg.tendsto _).comp (hbt a ha)) ((hg.tendsto _).comp (ht a ha))).trans ?_
    simp only [Real.sin_neg, Real.cos_neg, Real.sin_pi_div_two, Real.cos_pi_div_two]
    field_simp
    ring
  · -- different widths: partial fractions
    have hne : b ^ 2 - a ^ 2 ≠ 0 := by
      intro h
      have h' : (b - a) * (b + a) = 0 := by linear_combination h
      rcases mul_eq_zero.mp h' with h | h
      · exact hab (by linarith)
      · linarith
    have hF : ∀ y : ℝ, HasDerivAt (fun y : ℝ =>
        (Real.arctan (y / a) / a - Real.arctan (y / b) / b) / (b ^ 2 - a ^ 2))
        ((y ^ 2 + a ^ 2) * (y ^ 2 + b ^ 2))⁻¹ y := by
      intro y
      refine ((((hd a ha y).div_const a).fun_sub ((hd b hb y).div_const b)).div_const
        (b ^ 2 - a ^ 2)).congr_deriv ?_
      have h1 : y ^ 2 + a ^ 2 ≠ 0 := by positivity
      have h2 : y ^ 2 + b ^ 2 ≠ 0 := by positivity
      field_simp
      ring
    refine (integral_of_hasDerivAt_of_tendsto hF hint
      ((((hbt a ha).div_const a).sub ((hbt b hb).div_const b)).div_const _)
      ((((ht a ha).div_const a).sub ((ht b hb).div_const b)).div_const _)).trans ?_
    have h3 : a + b ≠ 0 := by positivity
    field_simp
    ring

/-- On the imaginary frequency axis the plasmon pole is the real Lorentzian `2W / (y² + W²)`. -/
theorem plasmonPole_imag (W y : ℝ) :
    plasmonPole W (y * I) = ((2 * W * (y ^ 2 + W ^ 2)⁻¹ : ℝ) : ℂ) := by
  have h : (W : ℂ) ^ 2 - (y * I) ^ 2 = (y : ℂ) ^ 2 + (W : ℂ) ^ 2 := by
    linear_combination (-(y : ℂ) ^ 2) * Complex.I_sq
  rw [plasmonPole, h, div_eq_mul_inv]
  push_cast
  rfl

/-- For `W > 0` and `x ≠ 0` the line integral converges absolutely, and the line part is
`sign x / (|x| + W)`. -/
theorem linePart_plasmonPole {W x : ℝ} (hW : 0 < W) (hx : x ≠ 0) :
    Integrable (lineIntegrand (plasmonPole W) x) ∧
      linePart (plasmonPole W) x = ((Real.sign x / (|x| + W) : ℝ) : ℂ) := by
  have hne : ∀ y : ℝ, (x : ℂ) + y * I ≠ 0 := fun y h =>
    hx (by simpa using congrArg Complex.re h)
  have hi : Integrable (lineIntegrand (plasmonPole W) x) := by
    have heq : lineIntegrand (plasmonPole W) x = fun y : ℝ =>
        1 / ((x : ℂ) + y * I) * ((2 * W * (y ^ 2 + W ^ 2)⁻¹ : ℝ) : ℂ) := by
      funext y
      rw [lineIntegrand, plasmonPole_imag]
    have h1 : Continuous (fun y : ℝ => 1 / ((x : ℂ) + y * I)) :=
      continuous_const.div (by fun_prop) hne
    have h2 : Continuous (fun y : ℝ => 2 * W * (y ^ 2 + W ^ 2)⁻¹) :=
      continuous_const.mul (Continuous.inv₀ (by fun_prop) (fun y => by positivity))
    rw [heq]
    refine ((integrable_lorentzian hW).const_mul (|x|⁻¹ * (2 * W))).mono'
      (h1.mul (Complex.continuous_ofReal.comp h2)).aestronglyMeasurable
      (Eventually.of_forall fun y => ?_)
    have h3 : |x| ≤ ‖(x : ℂ) + y * I‖ := by
      simpa using Complex.abs_re_le_norm ((x : ℂ) + y * I)
    calc ‖1 / ((x : ℂ) + y * I) * ((2 * W * (y ^ 2 + W ^ 2)⁻¹ : ℝ) : ℂ)‖
        = ‖(x : ℂ) + y * I‖⁻¹ * (2 * W * (y ^ 2 + W ^ 2)⁻¹) := by
          rw [norm_mul, norm_div, norm_one, one_div, Complex.norm_real,
            Real.norm_of_nonneg (by positivity)]
      _ ≤ |x|⁻¹ * (2 * W * (y ^ 2 + W ^ 2)⁻¹) :=
          mul_le_mul_of_nonneg_right (inv_anti₀ (abs_pos.mpr hx) h3) (by positivity)
      _ = |x|⁻¹ * (2 * W) * (y ^ 2 + W ^ 2)⁻¹ := by ring
  refine ⟨hi, ?_⟩
  -- the part odd in y cancels between y and -y
  have hpt : ∀ y : ℝ, lineIntegrand (plasmonPole W) x y + lineIntegrand (plasmonPole W) x (-y)
      = ((4 * W * x * ((y ^ 2 + x ^ 2) * (y ^ 2 + W ^ 2))⁻¹ : ℝ) : ℂ) := by
    intro y
    have hn := hne (-y)
    simp only [lineIntegrand, plasmonPole_imag]
    push_cast at hn ⊢
    have hP : ((x : ℂ) + y * I) * ((x : ℂ) + -y * I) = (y : ℂ) ^ 2 + (x : ℂ) ^ 2 := by
      linear_combination (-(y : ℂ) ^ 2) * Complex.I_sq
    have key : 1 / ((x : ℂ) + y * I) + 1 / ((x : ℂ) + -y * I)
        = 2 * x * ((y : ℂ) ^ 2 + (x : ℂ) ^ 2)⁻¹ := by
      rw [div_add_div _ _ (hne y) hn, hP, div_eq_mul_inv]
      ring
    rw [neg_sq, mul_inv]
    linear_combination (2 * (W : ℂ) * ((y : ℂ) ^ 2 + (W : ℂ) ^ 2)⁻¹) * key
  have hR : ∫ y : ℝ, 4 * W * x * ((y ^ 2 + x ^ 2) * (y ^ 2 + W ^ 2))⁻¹
      = 4 * W * x * (π / (|x| * W * (|x| + W))) := by
    rw [integral_const_mul, ← integral_lorentzian_mul (abs_pos.mpr hx) hW]
    simp only [sq_abs]
  have hadd : ∫ y : ℝ, (lineIntegrand (plasmonPole W) x y + lineIntegrand (plasmonPole W) x (-y))
      = (∫ y : ℝ, lineIntegrand (plasmonPole W) x y)
        + ∫ y : ℝ, lineIntegrand (plasmonPole W) x (-y) := integral_add hi hi.comp_neg
  rw [integral_neg_eq_self (lineIntegrand (plasmonPole W) x)] at hadd
  simp only [hpt] at hadd
  rw [integral_complex_ofReal, hR] at hadd
  have hJ : ∫ y : ℝ, lineIntegrand (plasmonPole W) x y
      = ((2 * W * x * (π / (|x| * W * (|x| + W))) : ℝ) : ℂ) := by
    push_cast at hadd ⊢
    linear_combination (-1 / 2 : ℂ) * hadd
  have hs : Real.sign x * |x| = x := by
    rcases lt_or_gt_of_ne hx with h | h
    · rw [Real.sign_of_neg h, abs_of_neg h]; ring
    · rw [Real.sign_of_pos h, abs_of_pos h]; ring
  have key : ∀ a s : ℝ, 0 < a →
      1 / (2 * π) * (2 * W * (s * a) * (π / (a * W * (a + W)))) = s / (a + W) := by
    intro a s ha
    have h : a + W ≠ 0 := by positivity
    field_simp
  have hreal := key |x| (Real.sign x) (abs_pos.mpr hx)
  rw [hs] at hreal
  rw [linePart, hJ]
  exact_mod_cast hreal

/-- For `W > 0`, `x ≠ 0` and `x ≠ -W`, the line and residue parts add up to `1 / (W + x)`. -/
theorem line_add_residue {W x : ℝ} (hW : 0 < W) (hx : x ≠ 0) (hxW : x ≠ -W) :
    linePart (plasmonPole W) x + residuePart (plasmonPole W) x = 1 / ((W : ℂ) + x) := by
  rw [(linePart_plasmonPole hW hx).2]
  rcases lt_or_gt_of_ne hx with h | h
  · have h1 : (W : ℂ) - x ≠ 0 := by
      exact_mod_cast (show (0 : ℝ) < W - x by linarith).ne'
    have h2 : (W : ℂ) + x ≠ 0 := by
      exact_mod_cast (fun h => hxW (by linarith) : W + x ≠ 0)
    rw [residuePart, if_pos h, plasmonPole, Real.sign_of_neg h, abs_of_neg h]
    push_cast
    rw [show (W : ℂ) ^ 2 - (x : ℂ) ^ 2 = (W - x) * (W + x) by ring,
      show -(x : ℂ) + W = W - x by ring]
    field_simp
    ring
  · rw [residuePart, if_neg (not_lt.mpr h.le), Real.sign_of_pos h, abs_of_pos h, add_comm x W]
    simp

/-- For `W > 0`, as `x` passes from below to above zero the line part jumps from `-1/W` to `1/W`
and the residue part from `2/W` to `0`. -/
theorem jumps_at_zero {W : ℝ} (hW : 0 < W) :
    Tendsto (linePart (plasmonPole W)) (𝓝[<] 0) (𝓝 (-1 / (W : ℂ))) ∧
    Tendsto (linePart (plasmonPole W)) (𝓝[>] 0) (𝓝 (1 / (W : ℂ))) ∧
    Tendsto (residuePart (plasmonPole W)) (𝓝[<] 0) (𝓝 (2 / (W : ℂ))) ∧
    Tendsto (residuePart (plasmonPole W)) (𝓝[>] 0) (𝓝 0) := by
  have hWc : (W : ℂ) ≠ 0 := by exact_mod_cast hW.ne'
  refine ⟨?_, ?_, ?_, ?_⟩
  · have hg : ContinuousAt (fun x : ℝ => -1 / (-(x : ℂ) + W)) 0 :=
      ContinuousAt.div continuousAt_const (by fun_prop) (by simpa using hW.ne')
    have t := hg.tendsto.mono_left (nhdsWithin_le_nhds (s := Set.Iio 0))
    rw [Complex.ofReal_zero, neg_zero, zero_add] at t
    refine t.congr' ?_
    filter_upwards [self_mem_nhdsWithin] with x hx
    have h : x < 0 := hx
    rw [(linePart_plasmonPole hW h.ne).2, Real.sign_of_neg h, abs_of_neg h]
    simp
  · have hg : ContinuousAt (fun x : ℝ => 1 / ((x : ℂ) + W)) 0 :=
      ContinuousAt.div continuousAt_const (by fun_prop) (by simpa using hW.ne')
    have t := hg.tendsto.mono_left (nhdsWithin_le_nhds (s := Set.Ioi 0))
    rw [Complex.ofReal_zero, zero_add] at t
    refine t.congr' ?_
    filter_upwards [self_mem_nhdsWithin] with x hx
    have h : 0 < x := hx
    rw [(linePart_plasmonPole hW h.ne').2, Real.sign_of_pos h, abs_of_pos h]
    simp
  · have hg : ContinuousAt (fun x : ℝ => 2 * (W : ℂ) / ((W : ℂ) ^ 2 - (x : ℂ) ^ 2)) 0 :=
      ContinuousAt.div continuousAt_const (by fun_prop) (by simpa using hW.ne')
    have t := hg.tendsto.mono_left (nhdsWithin_le_nhds (s := Set.Iio 0))
    have e : 2 * (W : ℂ) / ((W : ℂ) ^ 2 - ((0 : ℝ) : ℂ) ^ 2) = 2 / W := by
      rw [Complex.ofReal_zero, zero_pow two_ne_zero, sub_zero]
      field_simp
    rw [e] at t
    refine t.congr' ?_
    filter_upwards [self_mem_nhdsWithin] with x hx
    have h : x < 0 := hx
    rw [residuePart, if_pos h, plasmonPole]
  · refine tendsto_const_nhds.congr' ?_
    filter_upwards [self_mem_nhdsWithin] with x hx
    have h : 0 < x := hx
    rw [residuePart, if_neg (not_lt.mpr h.le)]

/-- For `W > 0` the jumps cancel: the sum of line and residue parts tends to `1/W` as `x`
approaches zero from either side. -/
theorem total_tendsto_zero {W : ℝ} (hW : 0 < W) :
    Tendsto (fun x => linePart (plasmonPole W) x + residuePart (plasmonPole W) x)
      (𝓝[≠] 0) (𝓝 (1 / (W : ℂ))) := by
  have hg : ContinuousAt (fun x : ℝ => 1 / ((W : ℂ) + x)) 0 :=
    ContinuousAt.div continuousAt_const (by fun_prop) (by simpa using hW.ne')
  have t := hg.tendsto.mono_left (nhdsWithin_le_nhds (s := {0}ᶜ))
  rw [Complex.ofReal_zero, add_zero] at t
  refine t.congr' ?_
  filter_upwards [self_mem_nhdsWithin,
    nhdsWithin_le_nhds (Ioi_mem_nhds (neg_lt_zero.mpr hW))] with x hx hxW
  exact (line_add_residue hW hx (ne_of_gt hxW)).symm

/-- For a finite sum of plasmon poles with energies `W j > 0` and complex weights `g j`, the line
and residue parts add up to `∑ g j / (W j + x)` if `x ≠ 0` and `x` is none of the `-W j`. -/
theorem line_add_residue_sum {ι : Type*} (s : Finset ι) (g : ι → ℂ) (W : ι → ℝ) {x : ℝ}
    (hW : ∀ j ∈ s, 0 < W j) (hx : x ≠ 0) (hxW : ∀ j ∈ s, x ≠ -W j) :
    linePart (fun ω => ∑ j ∈ s, g j * plasmonPole (W j) ω) x
      + residuePart (fun ω => ∑ j ∈ s, g j * plasmonPole (W j) ω) x
      = ∑ j ∈ s, g j / ((W j : ℂ) + x) := by
  have e : ∀ y : ℝ, lineIntegrand (fun ω => ∑ j ∈ s, g j * plasmonPole (W j) ω) x y
      = ∑ j ∈ s, g j * lineIntegrand (plasmonPole (W j)) x y := by
    intro y
    simp only [lineIntegrand]
    rw [Finset.mul_sum]
    exact Finset.sum_congr rfl fun j _ => by ring
  have hline : linePart (fun ω => ∑ j ∈ s, g j * plasmonPole (W j) ω) x
      = ∑ j ∈ s, g j * linePart (plasmonPole (W j)) x := by
    simp only [linePart, e]
    rw [MeasureTheory.integral_finsetSum s
      (fun j hj => (linePart_plasmonPole (hW j hj) hx).1.const_mul (g j)), Finset.mul_sum]
    refine Finset.sum_congr rfl fun j _ => ?_
    rw [integral_const_mul]
    ring
  have hres : residuePart (fun ω => ∑ j ∈ s, g j * plasmonPole (W j) ω) x
      = ∑ j ∈ s, g j * residuePart (plasmonPole (W j)) x := by
    by_cases h : x < 0
    · simp only [residuePart, if_pos h]
    · simp only [residuePart, if_neg h, mul_zero, Finset.sum_const_zero]
  rw [hline, hres, ← Finset.sum_add_distrib]
  refine Finset.sum_congr rfl fun j hj => ?_
  rw [← mul_add, line_add_residue (hW j hj) hx (hxW j hj), mul_one_div]

end

end PlasmonPoleContour
```

```lean
#print axioms PlasmonPoleContour.jumps_at_zero
#print axioms PlasmonPoleContour.total_tendsto_zero
#print axioms PlasmonPoleContour.line_add_residue_sum
```

```
'PlasmonPoleContour.jumps_at_zero' depends on axioms: [propext, Classical.choice, Quot.sound]
'PlasmonPoleContour.total_tendsto_zero' depends on axioms: [propext, Classical.choice, Quot.sound]
'PlasmonPoleContour.line_add_residue_sum' depends on axioms: [propext, Classical.choice, Quot.sound]
```

## From the integral to the cancelled jump

`plasmonPole`, `linePart` and `residuePart` are $V$, $L$ and $R$. The last two accept any interaction `V : ℂ → ℂ`; their values are complex, while `x` and `W` are real.

`integral_lorentzian_mul` proves the Lorentzian formula from arctangent antiderivatives and their limits at $\pm\infty$, treating equal widths separately. `linePart_plasmonPole` states both absolute convergence and the value of $L$. Its proof adds the integrand at $y$ and $-y$, which removes the odd part.

`line_add_residue` treats the two signs of $x$ separately: for $x<0$ it combines the two fractions, and for $x>0$ the residue part is zero. `jumps_at_zero` gives the four one-sided limits, and `total_tendsto_zero` the limit of the sum, where `𝓝[≠] 0` means approaching zero without reaching it. `line_add_residue_sum` exchanges the integral with a finite sum, using the convergence already proved.

## Undamped poles and an exact integral

The theorems cover real, positive, undamped plasmon energies. They do not model the particle-hole continuum of the electron gas. The excluded point $x=-W$ is a genuine pole of the result, whereas at $x=0$ only the limit is established.

The split into line and residue parts is taken as a definition: the rotation of the contour from the real axis is not derived. The residue rule is the one for an occupied orbital; for an unoccupied orbital the residue part is instead $-V(x)$ for $x>0$ and zero for $x<0$. Quadrature and rounding errors are not bounded, so a code still needs its own convergence test near $x=0$.
